# Carrier density of a tilted type I Weyl cone at fixed Fermi energy

**Q:** To place the Fermi level of a doped Weyl semimetal, I take the carrier density $n$ per node and solve

$$n=\frac{vE^3}{6\pi^2(v^2-\|w\|^2)^2}$$

for the energy $E\ge 0$ above the node. Here $v$ is the cone velocity, $w$ the tilt, also a velocity, $\|w\|<v$ (type I), and $\hbar=1$. Does the formal version start from a Hamiltonian, or just from a convenient region of momentum space?

**A:** From the Hamiltonian $H=(w\cdot q)\,1+v\,q\cdot\sigma$, where $q$ is the momentum measured from the node and $\sigma$ the Pauli matrices. The components $q_0,q_1,q_2$ are the usual $x,y,z$.

```lean
import Mathlib

open MeasureTheory Real

namespace TiltedWeylCone

noncomputable section

/-- Momentum space of a three-dimensional crystal near a Weyl node. -/
abbrev Momentum := EuclideanSpace ℝ (Fin 3)

/-- The tilted Weyl Hamiltonian `(w·q) 1 + v q·σ`, written out with the Pauli matrices. -/
def weylHamiltonian (v : ℝ) (w q : Momentum) : Matrix (Fin 2) (Fin 2) ℂ :=
  !![((inner ℝ w q : ℝ) : ℂ) + v * q 2, v * (q 0 - Complex.I * q 1);
     v * (q 0 + Complex.I * q 1), ((inner ℝ w q : ℝ) : ℂ) - v * q 2]

/-- The band energy `v‖q‖ + w·q`. -/
def upperBand (v : ℝ) (w q : Momentum) : ℝ := v * ‖q‖ + inner ℝ w q

/-- The momenta whose band energy `v‖q‖ + w·q` is at most `E`. -/
def fermiSea (v : ℝ) (w : Momentum) (E : ℝ) : Set Momentum :=
  {q | upperBand v w q ≤ E}

/-- Upper-band electrons per unit volume and per node, with `ħ = 1`: the momentum-space volume of
the Fermi sea over `(2π)³`, for a Fermi sea of finite volume. -/
def carrierDensity (v : ℝ) (w : Momentum) (E : ℝ) : ℝ :=
  (volume (fermiSea v w E)).toReal / (2 * π) ^ 3
```

**Q:** `fermiSea` contains only one band. Where are the other electrons?

**A:** The name is narrower than usual: it means the pocket in the upper band. For type I tilt the lower band $w\cdot q-v\|q\|$ is never positive, so it is full when $E\ge0$, and `carrierDensity` counts the electrons added relative to a Fermi level at the node. It is the pocket's Lebesgue volume over $(2\pi)^3$, for one node, at zero temperature and without interactions.

The bands follow from

$$\det(H-\varepsilon)=(w\cdot q-\varepsilon)^2-v^2\|q\|^2,$$

which vanishes exactly at $\varepsilon=w\cdot q\pm v\|q\|$. `weyl_spectrum` states this for real $\varepsilon$. The code below also defines the linear map needed for the volume.

```lean
/-- The linear map `q ↦ v q - a (w·q) w`, which rescales momenta along and across the tilt. -/
def stretch (v a : ℝ) (w : Momentum) : Momentum →ₗ[ℝ] Momentum where
  toFun q := v • q - (a * inner ℝ w q) • w
  map_add' x y := by
    simp only [inner_add_right]
    module
  map_smul' c x := by
    simp only [real_inner_smul_right, RingHom.id_apply]
    module

/-- The squared length of a momentum is the sum of its three squared components. -/
theorem norm_sq_components (q : Momentum) : ‖q‖ ^ 2 = q 0 ^ 2 + q 1 ^ 2 + q 2 ^ 2 := by
  simp [EuclideanSpace.norm_sq_eq, Fin.sum_univ_three]

/-- A real energy `ε` is an eigenvalue of the tilted Weyl Hamiltonian exactly when it is
`w·q + v‖q‖` or `w·q - v‖q‖`. -/
theorem weyl_spectrum (v ε : ℝ) (w q : Momentum) :
    (weylHamiltonian v w q - (ε : ℂ) • (1 : Matrix (Fin 2) (Fin 2) ℂ)).det = 0 ↔
      ε = upperBand v w q ∨ ε = inner ℝ w q - v * ‖q‖ := by
  have hd : (weylHamiltonian v w q - (ε : ℂ) • (1 : Matrix (Fin 2) (Fin 2) ℂ)).det =
      (((inner ℝ w q - ε) ^ 2 - v ^ 2 * ‖q‖ ^ 2 : ℝ) : ℂ) := by
    rw [norm_sq_components, Matrix.det_fin_two]

    simp [weylHamiltonian]
    linear_combination ((v : ℂ) ^ 2 * (q 1 : ℂ) ^ 2) * Complex.I_sq
  -- the characteristic polynomial factors into the two bands
  have hf : (inner ℝ w q - ε) ^ 2 - v ^ 2 * ‖q‖ ^ 2 =
      (ε - upperBand v w q) * (ε - (inner ℝ w q - v * ‖q‖)) := by
    unfold upperBand
    ring
  rw [hd, Complex.ofReal_eq_zero, hf, mul_eq_zero, sub_eq_zero, sub_eq_zero]
```

**Q:** How do you get the volume without an angular integral?

**A:** Map the pocket onto a ball. Put $s=\sqrt{v^2-\|w\|^2}$ and

$$Tq=vq-\frac{w\cdot q}{v+s}\,w .$$

Across $w$, $T$ multiplies by $v$. Along $w$ it multiplies by $v-\|w\|^2/(v+s)=v-(v-s)=s$. So $\det T=v^2s$, which also holds at $w=0$, where $s=v$. In Lean, $T$ is `stretch` with `a` equal to $1/(v+s)$, and `det_stretch` computes the determinant from the matrix in the standard basis.

```lean
/-- The map `q ↦ v q - a (w·q) w` has determinant `v² (v - a‖w‖²)`. -/
theorem det_stretch (v a : ℝ) (w : Momentum) :
    LinearMap.det (stretch v a w) = v ^ 2 * (v - a * ‖w‖ ^ 2) := by
  rw [← LinearMap.det_toMatrix (EuclideanSpace.basisFun (Fin 3) ℝ).toBasis,
    Matrix.det_fin_three, norm_sq_components]
  simp [LinearMap.toMatrix_apply, stretch, EuclideanSpace.inner_single_right]
  ring
```

**A:** Now write $x=w\cdot q$ and use $\|w\|^2=(v-s)(v+s)$:

$$\begin{aligned}
\Big\|Tq+\tfrac Es w\Big\|^2
&=v^2\|q\|^2+2vx\Big(\tfrac Es-\tfrac{x}{v+s}\Big)+\|w\|^2\Big(\tfrac Es-\tfrac{x}{v+s}\Big)^2\\
&=v^2\|q\|^2-x^2+2Ex-E^2+\tfrac{E^2v^2}{s^2}\\
&=\Big(\tfrac{Ev}{s}\Big)^2+v^2\|q\|^2-(E-x)^2 .
\end{aligned}$$

Hence $Tq$ lies in the ball of radius $Ev/s$ about $-(E/s)w$ exactly when $v^2\|q\|^2\le(E-x)^2$.

**Q:** Squaring can add solutions.

**A:** If $x\le E$, taking roots returns $v\|q\|+x\le E$. If $x\ge E$, it gives $v\|q\|\le x-E\le\|w\|\|q\|-E$, so $(v-\|w\|)\|q\|\le-E\le0$. Then $q=0$, which is in the pocket anyway. In the proof, `key` is the completed square, `rcases` separates the two signs, and `real_inner_le_norm` supplies Cauchy–Schwarz.

```lean
/-- For `v > 0`, `E ≥ 0` and `s > 0` with `s² = v² - ‖w‖²`, the Fermi sea is the preimage, under the
linear map `stretch v (1 / (v + s)) w`, of the closed ball of radius `E v / s` centred at
`-(E/s) w`. -/
theorem fermiSea_eq_preimage_ball {v s E : ℝ} {w : Momentum} (hv : 0 < v) (hs : 0 < s)
    (hs2 : s ^ 2 = v ^ 2 - ‖w‖ ^ 2) (hE : 0 ≤ E) :
    fermiSea v w E =
      stretch v (1 / (v + s)) w ⁻¹' Metric.closedBall ((-(E / s)) • w) (E * v / s) := by
  have hwv : ‖w‖ < v := by nlinarith [norm_nonneg w, pow_pos hs 2]
  have hW : ‖w‖ ^ 2 = v ^ 2 - s ^ 2 := by linarith
  have hvs : v + s ≠ 0 := by positivity
  ext q
  -- completing the square
  have key : ‖stretch v (1 / (v + s)) w q - (-(E / s)) • w‖ ^ 2 =
      (E * v / s) ^ 2 + (v ^ 2 * ‖q‖ ^ 2 - (E - inner ℝ w q) ^ 2) := by
    have h : stretch v (1 / (v + s)) w q - (-(E / s)) • w =
        v • q + (E / s - 1 / (v + s) * inner ℝ w q) • w := by
      simp only [stretch, LinearMap.coe_mk, AddHom.coe_mk]
      module
    rw [h, norm_add_sq_real, norm_smul, norm_smul, mul_pow, mul_pow, Real.norm_eq_abs,
      Real.norm_eq_abs, sq_abs, sq_abs, real_inner_smul_left, real_inner_smul_right,
      real_inner_comm w q, hW]
    field_simp
    ring
  have hr : 0 ≤ E * v / s := by positivity
  simp only [fermiSea, upperBand, Set.mem_ofPred_eq, Set.mem_preimage, Metric.mem_closedBall,
    dist_eq_norm]
  rw [← sq_le_sq₀ (norm_nonneg _) hr, key]
  constructor
  · intro h
    have h1 : (v * ‖q‖) ^ 2 ≤ (E - inner ℝ w q) ^ 2 :=
      pow_le_pow_left₀ (by positivity) (by linarith) 2
    rw [mul_pow] at h1
    linarith
  · intro h
    have h1 : (v * ‖q‖) ^ 2 ≤ (E - inner ℝ w q) ^ 2 := by
      rw [mul_pow]
      linarith
    have h2 := sq_le_sq.mp h1
    rw [abs_of_nonneg (by positivity : 0 ≤ v * ‖q‖)] at h2
    rcases le_total (inner ℝ w q) E with hi | hi
    · rw [abs_of_nonneg (by linarith)] at h2
      linarith
    · -- the spurious branch of the square root contains at most the node itself
      rw [abs_of_nonpos (by linarith)] at h2
      have hcs := real_inner_le_norm w q
      have hq : ‖q‖ ≤ 0 := by
        by_contra hq
        nlinarith [mul_pos (sub_pos.2 hwv) (not_le.1 hq)]
      have h0 : ‖q‖ = 0 := le_antisymm hq (norm_nonneg q)
      rw [h0, mul_zero] at hcs ⊢
      linarith
```

**A:** Dividing the ball's volume by the determinant gives

$$\frac{4\pi}{3}\Big(\frac{Ev}{s}\Big)^3\frac1{v^2s}=\frac{4\pi vE^3}{3(v^2-\|w\|^2)^2}.$$

`addHaar_preimage_linearMap` is this change of variables. `ENNReal.ofReal` appears because Lean's volumes may be infinite; here the value is finite.

```lean
/-- For a tilt `‖w‖ < v` and `E ≥ 0`, the momenta with `v‖q‖ + w·q ≤ E` fill the volume
`4π v E³ / (3 (v² - ‖w‖²)²)`. -/
theorem volume_fermiSea {v E : ℝ} {w : Momentum} (hw : ‖w‖ < v) (hE : 0 ≤ E) :
    volume (fermiSea v w E) =
      ENNReal.ofReal (4 * π * v * E ^ 3 / (3 * (v ^ 2 - ‖w‖ ^ 2) ^ 2)) := by
  have hv : 0 < v := (norm_nonneg w).trans_lt hw
  have hD : 0 < v ^ 2 - ‖w‖ ^ 2 := by nlinarith [norm_nonneg w]
  obtain ⟨s, hs, hs2⟩ : ∃ s : ℝ, 0 < s ∧ s ^ 2 = v ^ 2 - ‖w‖ ^ 2 :=
    ⟨√(v ^ 2 - ‖w‖ ^ 2), Real.sqrt_pos.2 hD, Real.sq_sqrt hD.le⟩
  have hdet : LinearMap.det (stretch v (1 / (v + s)) w) = v ^ 2 * s := by
    have hvs : v + s ≠ 0 := by positivity
    rw [det_stretch, show ‖w‖ ^ 2 = (v + s) * (v - s) by linarith, ← mul_assoc,
      one_div_mul_cancel hvs]
    ring
  have hr : 0 ≤ E * v / s := by positivity
  -- change of variables to the ball
  rw [fermiSea_eq_preimage_ball hv hs hs2 hE,
    Measure.addHaar_preimage_linearMap volume (by rw [hdet]; positivity), hdet,
    EuclideanSpace.volume_closedBall_fin_three, abs_of_pos (by positivity),
    ← ENNReal.ofReal_pow hr, ← ENNReal.ofReal_mul (by positivity),
    ← ENNReal.ofReal_mul (by positivity), ← hs2]
  congr 1
  field_simp
```

**Q:** What if the tilt reaches $v$?

**A:** Take $v=E=1$ and $w=(0,0,1)$. The condition $\|q\|+q_2\le1$ becomes $q_0^2+q_1^2\le1-2q_2$, a filled paraboloid of infinite volume. So `volume_fermiSea` would be false with only $\|w\|\le v$. `carrierDensity` returns 0 there, since `toReal` sends infinity to 0. Lean's division by zero makes the density formula 0 as well, so the two agree at $\|w\|=v$ by convention only, without physical meaning.

**Q:** And the density of states?

**A:** Divide the volume by $(2\pi)^3$ to get your formula for $n$, then differentiate:

$$\frac{dn}{dE}=\frac{vE^2}{2\pi^2(v^2-\|w\|^2)^2}.$$

`densityOfStates` states this as a derivative at $E>0$. Its proof uses that the density formula holds at all energies near $E$. The last theorem writes $n$ as the upright cone's density, $E^3/(6\pi^2v^3)$, times the factor $(1-\|w\|^2/v^2)^{-2}$.

```lean
/-- For `‖w‖ < v` and `E ≥ 0`, the carrier density of the tilted cone is
`v E³ / (6π² (v² - ‖w‖²)²)`. -/
theorem carrierDensity_eq {v E : ℝ} {w : Momentum} (hw : ‖w‖ < v) (hE : 0 ≤ E) :
    carrierDensity v w E = v * E ^ 3 / (6 * π ^ 2 * (v ^ 2 - ‖w‖ ^ 2) ^ 2) := by
  have hv : 0 < v := (norm_nonneg w).trans_lt hw
  have hD : 0 < v ^ 2 - ‖w‖ ^ 2 := by nlinarith [norm_nonneg w]
  rw [carrierDensity, volume_fermiSea hw hE, ENNReal.toReal_ofReal (by positivity)]
  generalize v ^ 2 - ‖w‖ ^ 2 = D at *
  field_simp
  ring

/-- For `‖w‖ < v` and `E > 0`, the density of states, the energy derivative of the carrier
density, is `v E² / (2π² (v² - ‖w‖²)²)`. -/
theorem densityOfStates {v E : ℝ} {w : Momentum} (hw : ‖w‖ < v) (hE : 0 < E) :
    HasDerivAt (carrierDensity v w)
      (v * E ^ 2 / (2 * π ^ 2 * (v ^ 2 - ‖w‖ ^ 2) ^ 2)) E := by
  have hD : 0 < v ^ 2 - ‖w‖ ^ 2 := by nlinarith [norm_nonneg w]
  have h := (hasDerivAt_pow 3 E).const_mul (v / (6 * π ^ 2 * (v ^ 2 - ‖w‖ ^ 2) ^ 2))
  refine (h.congr_of_eventuallyEq ?_).congr_deriv ?_
  · filter_upwards [lt_mem_nhds hE] with x hx
    rw [carrierDensity_eq hw hx.le]
    ring
  · generalize v ^ 2 - ‖w‖ ^ 2 = D at *
    push_cast
    field_simp
    ring

/-- For `‖w‖ < v` and `E ≥ 0`, the tilt multiplies the carrier density of the upright cone
by `1 / (1 - ‖w‖²/v²)²`. -/
theorem carrierDensity_tilt_enhancement {v E : ℝ} {w : Momentum} (hw : ‖w‖ < v)
    (hE : 0 ≤ E) :
    carrierDensity v w E = carrierDensity v 0 E / (1 - ‖w‖ ^ 2 / v ^ 2) ^ 2 := by
  have hv : 0 < v := (norm_nonneg w).trans_lt hw
  have hD : 0 < v ^ 2 - ‖w‖ ^ 2 := by nlinarith [norm_nonneg w]
  have h1 : 1 - ‖w‖ ^ 2 / v ^ 2 = (v ^ 2 - ‖w‖ ^ 2) / v ^ 2 := by
    field_simp
  have h0 : ‖(0 : Momentum)‖ < v := by rwa [norm_zero]
  rw [carrierDensity_eq hw hE, carrierDensity_eq h0 hE, h1, norm_zero]
  generalize v ^ 2 - ‖w‖ ^ 2 = D at *
  rw [show v ^ 2 - (0 : ℝ) ^ 2 = v ^ 2 by ring]
  field_simp

end

end TiltedWeylCone
```

```lean
#print axioms TiltedWeylCone.weyl_spectrum
-- 'TiltedWeylCone.weyl_spectrum' depends on axioms: [propext, Classical.choice, Quot.sound]
#print axioms TiltedWeylCone.carrierDensity_eq
-- 'TiltedWeylCone.carrierDensity_eq' depends on axioms: [propext, Classical.choice, Quot.sound]
#print axioms TiltedWeylCone.densityOfStates
-- 'TiltedWeylCone.densityOfStates' depends on axioms: [propext, Classical.choice, Quot.sound]
#print axioms TiltedWeylCone.carrierDensity_tilt_enhancement
-- 'TiltedWeylCone.carrierDensity_tilt_enhancement' depends on axioms: [propext, Classical.choice, Quot.sound]
```

**Q:** Give me numbers.

**A:** For $v=E=1$ and $\|w\|=1/2$, $(v^2-\|w\|^2)^2=9/16$. The pocket volume is $64\pi/27\approx7.45$, against $4\pi/3\approx4.19$ upright, a factor of $16/9$. The density is $8/(27\pi^2)\approx0.030$.

**Q:** What must I still justify for a real material?

**A:** That the bands are close to those of this linear cone, with one velocity $v$ in all directions, throughout the pocket, and that temperature and interactions can be neglected. You also need to know how the carriers are shared among the nodes and any other pockets at the Fermi level. Here $n$ is counted from a Fermi level at the node, which need not be that of the undoped crystal. Within the model, the formula for $dn/dE$ gives a reference value for a density of states summed on a momentum grid.
